# In a finite basis, the exponential of a one-body operator takes Slater determinants to Slater determinants

One way to change the trial state in a Hartree-Fock calculation is to mix the orbitals by acting on every one of them with the exponential of a one-electron operator $k$. The $N$-electron state can also be changed directly, by the exponential of the operator $L$ that adds up the action of $k$ over all electrons. Do the two procedures give the same state, and does the second one stay within single determinants?

The first four parts treat orbitals as vectors in a complex Banach space $V$ and $N$-electron states as vectors in a complex Banach space $W$. The operators $k$ and $L$ are bounded, which is automatic in finite dimension. No inner product is used, so $k$ need not be anti-Hermitian and $\exp(k)$ need not be unitary.

```lean
import Mathlib

open Function Finset

namespace ThoulessOrbitalRotation

noncomputable section

variable {V W : Type*} [NormedAddCommGroup V] [NormedSpace ℂ V] [CompleteSpace V]
  [NormedAddCommGroup W] [NormedSpace ℂ W] {N : ℕ}
```

A continuous multilinear map $f$ builds the state $f(v)$ from the orbitals $v=(v_i)$. Write $v[i\to w]$ for the list $v$ with entry $i$ replaced by $w$; in Lean this is `update v i w`. The predicate `IsOneBodyLift f k L` says that, for every $v$,
$$L f(v)=\sum_i f(v[i\to k v_i]).$$
The physical example, in a finite basis, is a sum over particles of the same one-particle operator, such as the kinetic energy or the potential of an external field, with no interaction between particles. Part (c) shows what this condition implies, part (d) gives a converse, and part (g) derives the condition for Slater determinants.

```lean
/-- `L` acts on the N-orbital states `f v` as the one-body operator of `k`:
it replaces one orbital at a time by its image under `k` and sums the results. -/
def IsOneBodyLift (f : ContinuousMultilinearMap ℂ (fun _ : Fin N => V) W)
    (k : V →L[ℂ] V) (L : W →L[ℂ] W) : Prop :=
  ∀ v : Fin N → V, L (f v) = ∑ i, f (update v i (k (v i)))
```

## (a) The velocity of one orbital

Show that, for complex $t$,
$$\frac{d}{dt}\exp(tk)v=k\exp(tk)v.$$

Differentiate the exponential series term by term:
$$\frac{d}{dt}\sum_{n\ge0}\frac{t^nk^n}{n!}=\sum_{n\ge1}\frac{t^{n-1}k^n}{(n-1)!}=k\exp(tk).$$
Then apply both sides to the fixed vector $v$. Lean takes the operator derivative from Mathlib, and `clm_apply` performs the application to $v$.

```lean
/-- The orbital `exp(t k) v` obeys the linear evolution equation generated by `k`. -/
theorem hasDerivAt_exp_apply (k : V →L[ℂ] V) (v : V) (t : ℂ) :
    HasDerivAt (fun s : ℂ => NormedSpace.exp (s • k) v)
      (k (NormedSpace.exp (t • k) v)) t := by
  have h1 : HasDerivAt (fun s : ℂ => NormedSpace.exp (s • k))
      (k * NormedSpace.exp (t • k)) t := by
    have h0 := hasDerivAt_exp_smul_const' (𝕂 := ℂ) (𝔸 := V →L[ℂ] V) k t
    exact h0
  exact (h1.clm_apply (hasDerivAt_const t v)).congr_deriv (by simp)
```

## (b) The velocity of the many-electron state

Let $u_i(t)=\exp(tk)v_i$. Show that
$$\frac{d}{dt}f(u(t))=\sum_i f(u(t)[i\to k u_i(t)]).$$

By (a), $u_i(t+h)=u_i(t)+h\,k u_i(t)+o(h)$. Insert this in every slot of $f$ and expand by multilinearity. The term without any increment is $f(u(t))$, the terms with one increment give $h$ times the stated sum up to $o(h)$, and those with two or more are $O(h^2)$. In Lean, `hasDerivAt_pi` collects the orbital velocities, and the chain rule combines them with the derivative of $f$.

```lean
/-- When all orbitals are rotated by `exp(t k)`, the rate of change of the N-orbital state
is the sum over orbitals of the state with `k` applied to that orbital. -/
theorem hasDerivAt_rotated (f : ContinuousMultilinearMap ℂ (fun _ : Fin N => V) W)
    (k : V →L[ℂ] V) (v : Fin N → V) (t : ℂ) :
    HasDerivAt (fun s : ℂ => f (fun i => NormedSpace.exp (s • k) (v i)))
      (∑ i, f (update (fun j => NormedSpace.exp (t • k) (v j)) i
        (k (NormedSpace.exp (t • k) (v i))))) t := by
  have hv : HasDerivAt (fun s : ℂ => fun i => NormedSpace.exp (s • k) (v i))
      (fun i => k (NormedSpace.exp (t • k) (v i))) t :=
    hasDerivAt_pi.2 fun i => hasDerivAt_exp_apply k (v i) t
  have hf := (f.hasFDerivAt (fun i => NormedSpace.exp (t • k) (v i))).comp_hasDerivAt t hv
  exact hf.congr_deriv (by rw [ContinuousMultilinearMap.linearDeriv_apply])
```

## (c) Exponentiating the one-body operator

Assume that $L$ is the one-body operator of $k$ on the states $f(v)$. Show that
$$\exp(L)f(v)=f(w),\qquad w_i=\exp(k)v_i.$$

Join the two sides by the path $G(t)=\exp((1-t)L)\,f(u(t))$, with $u$ as in (b). The product rule gives
$$G'(t)=\exp((1-t)L)\Big(-Lf(u(t))+\sum_i f(u(t)[i\to k u_i(t)])\Big)=0,$$
because the one-body relation holds for the orbitals $u(t)$ as well as for $v$. Hence $G(0)=G(1)$, which is the claim.

In the proof, `h3` is the derivative of the first factor and `h4` that of the second. Rewriting `h4` with the hypothesis turns the sum into $Lf(u(t))$, so the two contributions cancel. `is_const_of_deriv_eq_zero` then compares the endpoints.

```lean
/-- The exponential of a one-body operator acts on an N-orbital state by
applying `exp(k)` to every orbital. -/
theorem exp_oneBody_apply [CompleteSpace W]
    {f : ContinuousMultilinearMap ℂ (fun _ : Fin N => V) W}
    {k : V →L[ℂ] V} {L : W →L[ℂ] W} (h : IsOneBodyLift f k L) (v : Fin N → V) :
    NormedSpace.exp L (f v) = f (fun i => NormedSpace.exp k (v i)) := by
  -- the path exp((1-t)L) f(exp(tk)v) joins the two sides and has zero velocity
  have hg : ∀ t : ℂ, HasDerivAt (fun s : ℂ => NormedSpace.exp ((1 - s) • L)
      (f (fun i => NormedSpace.exp (s • k) (v i)))) 0 t := by
    intro t
    have h1 : HasDerivAt (fun s : ℂ => NormedSpace.exp (s • L))
        (NormedSpace.exp ((1 - t) • L) * L) (1 - t) := by
      have h0 := hasDerivAt_exp_smul_const (𝕂 := ℂ) (𝔸 := W →L[ℂ] W) L (1 - t)
      exact h0
    have h2 : HasDerivAt (fun s : ℂ => 1 - s) (-1) t := by
      simpa using (hasDerivAt_id t).const_sub 1
    have h3 : HasDerivAt (fun s : ℂ => NormedSpace.exp ((1 - s) • L))
        ((-1 : ℂ) • (NormedSpace.exp ((1 - t) • L) * L)) t := h1.scomp t h2
    have h4 := hasDerivAt_rotated f k v t
    rw [← h (fun i => NormedSpace.exp (t • k) (v i))] at h4
    exact (h3.clm_apply h4).congr_deriv (by simp)
  have hc := is_const_of_deriv_eq_zero (fun t => (hg t).differentiableAt)
    (fun t => (hg t).deriv) 0 1
  simpa [NormedSpace.exp_zero] using hc
```

## (d) Recovering the generator

Suppose that $\exp(tL)f(v)=f(u(t))$ for all complex $t$ and all $v$. Show that
$$Lf(v)=\sum_i f(v[i\to k v_i]).$$

Differentiate at $t=0$. By (a), applied to $L$ and $f(v)$, the left side has derivative $Lf(v)$. By (b), the right side has the stated sum as its derivative, since $u(0)=v$. Lean concludes by uniqueness of the derivative, `h1.unique h2`.

```lean
/-- Converse: if `exp(t L)` rotates every orbital by `exp(t k)` for all `t`, then `L` acts
as the one-body operator of `k`. -/
theorem isOneBodyLift_of_exp [CompleteSpace W]
    {f : ContinuousMultilinearMap ℂ (fun _ : Fin N => V) W}
    {k : V →L[ℂ] V} {L : W →L[ℂ] W}
    (h : ∀ (t : ℂ) (v : Fin N → V), NormedSpace.exp (t • L) (f v) =
      f (fun i => NormedSpace.exp (t • k) (v i))) : IsOneBodyLift f k L := by
  intro v
  -- compare the derivatives of both sides at t = 0
  have h1 := hasDerivAt_exp_apply L (f v) 0
  have h2 := hasDerivAt_rotated f k v 0
  simp only [h] at h1
  have h3 := h1.unique h2
  simpa [NormedSpace.exp_zero] using h3
```

## (e) Expanding a Slater determinant

Now let orbitals be functions on a set $X$ of one-electron labels, such as site and spin. An $N$-electron wavefunction is a function of $x=(x_a)$, with one label for each electron. The map `slater` is the unnormalised determinant $D_v(x)=\det[v_i(x_a)]$, with orbitals as rows and electrons as columns. For orthonormal orbitals the normalised state is $D_v/\sqrt{N!}$; this constant factor passes through every linear operator below.

```lean
variable {X : Type*}

/-- The unnormalised Slater determinant `det [φ_i(x_a)]` of N orbitals on a set `X`
of one-electron labels, as a function of the N electron coordinates. -/
def slater : ContinuousMultilinearMap ℂ (fun _ : Fin N => X → ℂ) ((Fin N → X) → ℂ) where
  toMultilinearMap := MultilinearMap.pi fun x =>
    (Matrix.detRowAlternating (n := Fin N) (R := ℂ)).toMultilinearMap.compLinearMap
      fun _ => LinearMap.funLeft ℂ ℂ x
  cont := continuous_pi fun x => by
    change Continuous fun v : Fin N → X → ℂ =>
      Matrix.det (Matrix.of fun i a => v i (x a))
    exact Continuous.matrix_det (continuous_matrix fun i a =>
      (continuous_apply (x a)).comp (continuous_apply i))
```

Show that
$$D_v(x)=\sum_\sigma\operatorname{sgn}(\sigma)\prod_i v_{\sigma(i)}(x_i).$$

Write column $i$ as $\sum_m v_m(x_i)e_m$, where $e_m$ are the unit column vectors, and expand the determinant in all columns. Terms with a repeated $e_m$ vanish. Each remaining term assigns orbital $\sigma(i)$ to electron $i$ for a permutation $\sigma$, and its determinant of unit vectors is $\operatorname{sgn}(\sigma)$. Mathlib supplies this expansion as `Matrix.det_apply'`.

```lean
/-- The Slater determinant is the signed sum over all assignments of orbitals to electrons. -/
theorem slater_expand (v : Fin N → X → ℂ) (x : Fin N → X) :
    slater v x = ∑ σ : Equiv.Perm (Fin N),
      ((Equiv.Perm.sign σ : ℤ) : ℂ) * ∏ i, v (σ i) (x i) := by
  change Matrix.det (Matrix.of fun i a => v i (x a)) = _
  rw [Matrix.det_apply']
  rfl
```

## (f) One electron acted on by $k$

Let $k_j$ be $k$ acting on the coordinate of electron $j$: hold the other coordinates fixed, apply $k$ to the resulting function of one label, and evaluate at $x_j$. In Lean this is `actOn j k`.

```lean
/-- The one-electron operator `k` acting on the coordinate of electron `j`. -/
def actOn (j : Fin N) (k : (X → ℂ) →L[ℂ] (X → ℂ)) :
    ((Fin N → X) → ℂ) →L[ℂ] ((Fin N → X) → ℂ) :=
  ContinuousLinearMap.pi fun x => (ContinuousLinearMap.proj (x j)).comp
    (k.comp (ContinuousLinearMap.pi fun y => ContinuousLinearMap.proj (update x j y)))
```

The sum $\sum_j k_j$ is `oneBody k`.

```lean
/-- The N-electron one-body operator: the sum of `k` over all electrons. -/
def oneBody (k : (X → ℂ) →L[ℂ] (X → ℂ)) :
    ((Fin N → X) → ℂ) →L[ℂ] ((Fin N → X) → ℂ) := ∑ j, actOn j k
```

Show that
$$(k_jD_v)(x)=\sum_\sigma\operatorname{sgn}(\sigma)\,(k v_{\sigma(j)})(x_j)\prod_{i\ne j}v_{\sigma(i)}(x_i).$$

By (e), as a function of the label $y$ of electron $j$ alone, the determinant is $\sum_\sigma c_\sigma v_{\sigma(j)}(y)$ with $c_\sigma=\operatorname{sgn}(\sigma)\prod_{i\ne j}v_{\sigma(i)}(x_i)$. Linearity lets $k$ act on each $v_{\sigma(j)}$; evaluation at $x_j$ gives the result.

The Lean statement writes the product over all $i$, using the list in which orbital $\sigma(j)$ has been replaced. Since $\sigma$ is injective, only the factor $i=j$ changes. The step `h` is the expansion in $y$.

```lean
/-- Acting with `k` on electron `j` of a Slater determinant applies `k`, in each term of the
signed sum, to the orbital which that electron occupies. -/
theorem actOn_slater (j : Fin N) (k : (X → ℂ) →L[ℂ] (X → ℂ)) (v : Fin N → X → ℂ)
    (x : Fin N → X) : actOn j k (slater v) x = ∑ σ : Equiv.Perm (Fin N),
      ((Equiv.Perm.sign σ : ℤ) : ℂ) *
        ∏ i, update v (σ j) (k (v (σ j))) (σ i) (x i) := by
  -- as a function of the coordinate of electron j, the determinant is a sum of orbitals
  have h : (fun y => slater v (update x j y)) = ∑ σ : Equiv.Perm (Fin N),
      (((Equiv.Perm.sign σ : ℤ) : ℂ) * ∏ i ∈ univ.erase j, v (σ i) (x i)) • v (σ j) := by
    ext y
    rw [slater_expand, Finset.sum_apply]
    refine sum_congr rfl fun σ _ => ?_
    have e : ∏ i ∈ univ.erase j, v (σ i) (update x j y i) =
        ∏ i ∈ univ.erase j, v (σ i) (x i) :=
      prod_congr rfl fun i hi => by rw [update_of_ne (ne_of_mem_erase hi)]
    rw [← mul_prod_erase univ _ (mem_univ j), e, Pi.smul_apply, smul_eq_mul, update_self]
    ring
  change k (fun y => slater v (update x j y)) (x j) = _
  rw [h, map_sum, Finset.sum_apply]
  refine sum_congr rfl fun σ _ => ?_
  have e : ∏ i ∈ univ.erase j, update v (σ j) (k (v (σ j))) (σ i) (x i) =
      ∏ i ∈ univ.erase j, v (σ i) (x i) :=
    prod_congr rfl fun i hi => by
      rw [update_of_ne (σ.injective.ne (ne_of_mem_erase hi))]
  rw [← mul_prod_erase univ _ (mem_univ j), e, map_smul, Pi.smul_apply, smul_eq_mul,
    update_self]
  ring
```

## (g) From a sum over electrons to a sum over orbitals

For finite $X$, show that
$$\sum_j k_jD_v=\sum_m D_{v[m\to k v_m]}.$$

Expand both sides over permutations, using (f) on the left and (e) on the right, and exchange the order of the sums. For fixed $\sigma$, the left side sums over the electron $j$ whose orbital $\sigma(j)$ is changed, and the right side over the changed orbital $m$. The substitution $m=\sigma(j)$ matches the terms; in Lean it is `Equiv.sum_comp σ`.

This is the hypothesis of (c), which therefore applies to Slater determinants with $L=\sum_j k_j$.

```lean
/-- On Slater determinants, the sum of `k` over all electrons equals the sum over orbitals
of the determinant with `k` applied to that orbital. -/
theorem slater_oneBody_witness [Fintype X] (k : (X → ℂ) →L[ℂ] (X → ℂ)) :
    IsOneBodyLift (slater (N := N)) k (oneBody k) := by
  intro v
  ext x
  simp only [oneBody, _root_.sum_apply, Finset.sum_apply, actOn_slater,
    slater_expand]
  conv_lhs => rw [Finset.sum_comm]
  conv_rhs => rw [Finset.sum_comm]
  -- for each permutation, summing over electrons is summing over orbitals
  refine sum_congr rfl fun σ _ => ?_
  exact Equiv.sum_comp σ (fun m => ((Equiv.Perm.sign σ : ℤ) : ℂ) *
    ∏ i, update v m (k (v m)) (σ i) (x i))
```

## (h) Generators that square to zero

Let $X$ be finite and $k^2=0$. Show that
$$\exp\Big(\sum_j k_j\Big)D_\varphi=D_\chi,\qquad \chi_i=\varphi_i+k\varphi_i.$$

All powers $k^n$ with $n\ge2$ vanish, so $\exp(k)=1+k$. Parts (c) and (g) then give the result. The Lean proof reduces the series to its first two terms in `he` and then rewrites with those two theorems.

If the $\varphi_i$ are orthonormal, $D_\varphi/\sqrt{N!}$ has norm one, while $D_\chi/\sqrt{N!}$ has squared norm $\det[\langle\chi_i|\chi_j\rangle]$, which need not be one.

In coupled-cluster theory with a finite spin-orbital basis, a sum of single excitations is the one-body operator of a $k$ that sends occupied orbitals to combinations of virtual ones and virtual orbitals to zero, so $k^2=0$. The exponential of single excitations alone therefore turns the reference determinant into a single determinant. Thouless's theorem runs the other way: it starts from a determinant not orthogonal to the reference and finds the excitations that produce it, up to a factor. That existence claim needs a separate argument.

```lean
/-- If `k² = 0`, the exponential of the one-body operator turns the Slater determinant of the
orbitals `φ_i` into that of the orbitals `φ_i + k φ_i`. -/
theorem exp_oneBody_slater_of_sq_zero [Fintype X] (k : (X → ℂ) →L[ℂ] (X → ℂ)) (hk : k * k = 0)
    (φ : Fin N → X → ℂ) :
    NormedSpace.exp (oneBody k) (slater φ) = slater (fun i => φ i + k (φ i)) := by
  -- the exponential series stops after the linear term
  have he : NormedSpace.exp k = 1 + k := by
    rw [NormedSpace.exp_eq_tsum ℂ]
    change ∑' n : ℕ, ((n.factorial : ℂ)⁻¹) • k ^ n = 1 + k
    rw [tsum_eq_sum (s := Finset.range 2)]
    · simp [Finset.sum_range_succ]
    · intro n hn
      obtain ⟨m, rfl⟩ := Nat.exists_eq_add_of_le' (not_lt.1 (fun h => hn (mem_range.2 h)))
      rw [pow_add, pow_two, hk, mul_zero, smul_zero]
  rw [exp_oneBody_apply (slater_oneBody_witness k) φ, he]
  rfl
```

## (i) A single excitation

For labels $a,b$, define $(E\varphi)(x)=\varphi(a)\,\delta_{xb}$, or $E=|b\rangle\langle a|$. In Lean this is `excitation a b`. When the labels are spin-orbitals, with $a$ occupied and $b$ virtual in the reference determinant, the sum of $E$ over all electrons is a single excitation.

```lean
/-- The one-electron operator `|b⟩⟨a|`: its output has the input's amplitude on label `a` as its
amplitude on label `b`, and is zero on every other label. -/
def excitation [DecidableEq X] (a b : X) : (X → ℂ) →L[ℂ] (X → ℂ) :=
  (ContinuousLinearMap.proj (R := ℂ) (φ := fun _ : X => ℂ) a).smulRight (Pi.single b 1)
```

Show that, for $a\ne b$,
$$E^2=0,\qquad E\ne0.$$

The function $E\varphi$ is supported on $b$, so its value at $a$ is zero and $E(E\varphi)=0$. On the function equal to one at $a$ and zero elsewhere, $E$ gives the function equal to one at $b$, so $E\neq0$. Lean checks the same two evaluations. For finite $X$, part (h) therefore applies to a non-zero $k$.

```lean
/-- A single excitation between two different labels is non-zero and squares to zero. -/
theorem excitation_witness [DecidableEq X] {a b : X} (hab : a ≠ b) :
    excitation a b * excitation a b = 0 ∧ excitation a b ≠ 0 := by
  constructor
  · ext φ x
    simp [excitation, Pi.single_eq_of_ne hab]
  · intro h
    have h1 := congrFun (congrArg (fun T => T (Pi.single a 1)) h) b
    simp [excitation] at h1

end

end ThoulessOrbitalRotation
```

```lean
#print axioms ThoulessOrbitalRotation.isOneBodyLift_of_exp
-- 'ThoulessOrbitalRotation.isOneBodyLift_of_exp' depends on axioms: [propext, Classical.choice, Quot.sound]
#print axioms ThoulessOrbitalRotation.exp_oneBody_slater_of_sq_zero
-- 'ThoulessOrbitalRotation.exp_oneBody_slater_of_sq_zero' depends on axioms: [propext, Classical.choice, Quot.sound]
```
